# The Kajueter–Kotliar ansatz is exact for the isolated Hubbard atom, for one choice of its coefficients

**Q:** The atom's Green function can enter a formal statement as the familiar two-pole formula, or as a sum over many-body states. If it is the formula, I would call the result algebra about a fraction. Which is it?

**A:** The sum over states. The second-order self-energy is also defined by its general expression, a triple sum over levels, and both closed forms are then proved. The atom has one orbital with spin-up and spin-down occupations \(n_\uparrow, n_\downarrow\in\{0,1\}\), interaction \(U\) and chemical potential \(\mu\). A configuration is a pair of Booleans, spin up first, with energy \(U n_\uparrow n_\downarrow-\mu(n_\uparrow+n_\downarrow)\).

```lean
import Mathlib

open Finset

namespace KajueterKotliarAtom

noncomputable section

/-- Occupation number, 0 or 1, of a spin orbital. -/
def occ (b : Bool) : ℝ := if b then 1 else 0

/-- Grand-canonical energy `U n↑ n↓ - μ (n↑ + n↓)` of the atomic configuration `(n↑, n↓)`. -/
def energy (U mu : ℝ) (s : Bool × Bool) : ℝ :=
  U * (occ s.1 * occ s.2) - mu * (occ s.1 + occ s.2)
```

**Q:** And the annihilator? I see no fermionic signs.

**A:** Only its squared matrix elements enter, so a sign would disappear anyway. `annihilateUp i j` is 1 when \(j\) has a spin-up electron, \(i\) has none, and their spin-down occupations agree. With a weight \(p_i\) for each configuration, the Green function at complex frequency \(w\) is
\[
G(w)=\sum_{i,j}\frac{(p_i+p_j)\,|\langle i|c_\uparrow|j\rangle|^2}{w-(E_j-E_i)} .
\]

```lean
/-- Matrix element `⟨i| c↑ |j⟩` of the spin-up annihilator between atomic configurations. -/
def annihilateUp (i j : Bool × Bool) : ℝ :=
  if i.1 = false ∧ j.1 = true ∧ i.2 = j.2 then 1 else 0

/-- Lehmann sum for the spin-up Green function of the atom with configuration weights `p`,
for frequencies `w` away from the excitation energies. -/
def atomGreen (U mu : ℝ) (p : Bool × Bool → ℝ) (w : ℂ) : ℂ :=
  ∑ i, ∑ j, (((p i + p j) * annihilateUp i j ^ 2 : ℝ) : ℂ) /
    (w - ((energy U mu j - energy U mu i : ℝ) : ℂ))

/-- Mean spin-down occupation for configuration weights `p`. -/
def occDown (p : Bool × Bool → ℝ) : ℝ := p (false, true) + p (true, true)
```

**Q:** Are the weights thermal?

**A:** They may be, but the theorems do not require it. They ask that the weights sum to 1, and the last theorem also asks that the mean spin-down occupation lie strictly between 0 and 1. Boltzmann weights at a finite temperature meet both conditions, and so do many other stationary mixtures of the four configurations. The spin-down occupation \(n\), written `occDown p`, is computed from the weights. No relation between \(n\), \(\mu\) and a temperature is imposed.

**Q:** Now the self-energy. What is being interpolated?

**A:** Second-order perturbation theory in \(U\), evaluated with a Weiss field, which is the Green function of the impurity without its interaction. For levels \(e_k\) with spectral weights \(Z_k\) and fillings \(f_k\), taken equal for both spins, it reads
\[
S(w)=U^2\sum_{k,l,q}Z_kZ_lZ_q\,\frac{(1-f_k)(1-f_l)f_q+f_kf_l(1-f_q)}{w-e_k-e_l+e_q}.
\]
An isolated atom has no bath, so its Weiss field has a single level of weight 1. Its energy is called \(-a\) and its filling \(m\). The number \(a\) acts as an auxiliary chemical potential and need not equal \(\mu\); \(m\) is likewise independent of \(n\).

```lean
/-- Second-order self-energy for a Weiss field with levels `e k`, spectral weights `Z k` and
fillings `f k`, for `w` away from the energies `e k + e l - e q`. -/
def secondOrder {ι : Type*} [Fintype ι] (U : ℝ) (Z e f : ι → ℝ) (w : ℂ) : ℂ :=
  (U : ℂ) ^ 2 * ∑ k, ∑ l, ∑ q,
    ((Z k * Z l * Z q * ((1 - f k) * (1 - f l) * f q + f k * f l * (1 - f q)) : ℝ) : ℂ) /
      (w - (e k : ℂ) - (e l : ℂ) + (e q : ℂ))

/-- Second-order self-energy of the atom, whose Weiss field has one level at `-a` with
filling `m`, for `w ≠ -a`. -/
def atomSecondOrder (U a m : ℝ) (w : ℂ) : ℂ :=
  secondOrder U (fun _ : Unit => 1) (fun _ => -a) (fun _ => m) w
```

The ansatz takes the self-energy to be \(\Sigma=Un+AS/(1-BS)\), with two coefficients \(A\) and \(B\), and inserts it into the Dyson equation \(G=1/(w+\mu-\Sigma)\).

```lean
/-- Green function of the atom with the interpolated self-energy `U n + A S / (1 - B S)`,
where `B S ≠ 1` and `w + μ` differs from this self-energy. -/
def ansatzGreen (U mu n A B : ℝ) (S w : ℂ) : ℂ :=
  1 / (w + mu - (U * n + A * S / (1 - B * S)))
```

**Q:** Show me that the Lehmann sum gives the two poles.

**A:** Only two pairs \((i,j)\) contribute, one for each value of \(n_\downarrow\). Adding a spin-up electron costs \(-\mu\) if the spin-down orbital is empty and \(U-\mu\) if it is full. The numerators are \(p_{00}+p_{10}=1-n\) and \(p_{01}+p_{11}=n\), the first by normalisation. Therefore
\[
G(w)=\frac{1-n}{w+\mu}+\frac{n}{w+\mu-U}.
\]
In the proof, `h` is the normalisation step, and `simp` then expands the sum over all sixteen pairs and discards the zeros.

```lean
/-- For normalised weights, the Lehmann sum equals `(1 - n) / (w + μ) + n / (w + μ - U)`, with `n`
the spin-down occupation. -/
theorem atomGreen_eq (U mu : ℝ) (p : Bool × Bool → ℝ) (hp : ∑ s, p s = 1) (w : ℂ) :
    atomGreen U mu p w =
      (1 - (occDown p : ℂ)) / (w + mu) + (occDown p : ℂ) / (w + mu - U) := by
  -- normalisation gives the weight of the configurations without a spin-down electron
  have h : p (false, false) + p (true, false) = 1 - occDown p := by
    simp only [Fintype.sum_prod_type, Fintype.sum_bool] at hp
    unfold occDown
    linarith
  have h' : (1 : ℂ) - (occDown p : ℂ) = (p (false, false) : ℂ) + (p (true, false) : ℂ) := by
    exact_mod_cast h.symm
  rw [h']
  simp [atomGreen, annihilateUp, energy, occ, occDown, Fintype.sum_prod_type]
  ring
```

**Q:** And the triple sum?

**A:** It has one term. The numerator is \((1-m)^2m+m^2(1-m)=m(1-m)\), and the denominator is \(w+a+a-a=w+a\). So \(S=U^2m(1-m)/(w+a)\).

```lean
/-- The second-order self-energy of the atom is `U² m (1 - m) / (w + a)`. -/
theorem atomSecondOrder_eq (U a m : ℝ) (w : ℂ) :
    atomSecondOrder U a m w = (U : ℂ) ^ 2 * ((m : ℂ) * (1 - m)) / (w + a) := by
  simp [atomSecondOrder, secondOrder]
  ring
```

**Q:** This \(S\) depends on \(a\) and \(m\), which the atom knows nothing about. How can the ansatz be exact?

**A:** The coefficients absorb both. Suppose
\[
A\,m(1-m)=n(1-n),\qquad B\,U^2m(1-m)=(1-n)U-\mu+a .
\]
Then
\[
AS=\frac{U^2n(1-n)}{w+a},\qquad
1-BS=\frac{w+a-(1-n)U+\mu-a}{w+a}=\frac{w+\mu-(1-n)U}{w+a}.
\]
The factor \(w+a\) cancels in the quotient. With \(x=w+\mu\) and \(D=x-(1-n)U\), the self-energy is \(\Sigma=Un+U^2n(1-n)/D\), and
\[
x-\Sigma=\frac{(x-Un)(x-(1-n)U)-U^2n(1-n)}{D}=\frac{x(x-U)}{D}.
\]
Inverting gives
\[
\frac{D}{x(x-U)}=\frac{(1-n)(x-U)+nx}{x(x-U)}=\frac{1-n}{x}+\frac{n}{x-U},
\]
which is the exact Green function.

In Lean, `e1` and `e2` are the formulas for \(AS\) and \(1-BS\), and `key` is the Dyson step, with \(u\) for \(U\) and \(v\) for \(n\). The hypotheses `hA` and `hB` are the two conditions above in multiplied-out form. The hypothesis `hp` is the normalisation of the weights, and the remaining four say that \(w+a\), \(x\), \(x-U\) and \(D\) are nonzero.

```lean
/-- Let the configuration weights be normalised, with spin-down occupation `n`. If
`A m (1 - m) = n (1 - n)` and `B U² m (1 - m) = (1 - n) U - μ + a`, the interpolated self-energy
gives the exact Green function of the atom at every `w` where `w + a`, `w + μ`, `w + μ - U` and
`w + μ - (1 - n) U` are nonzero. -/
theorem ansatz_exact (U mu a m A B : ℝ) (p : Bool × Bool → ℝ) (hp : ∑ s, p s = 1)
    (hA : A * (m * (1 - m)) = occDown p * (1 - occDown p))
    (hB : B * (U ^ 2 * (m * (1 - m))) = (1 - occDown p) * U - mu + a)
    (w : ℂ) (hwa : w + a ≠ 0) (h0 : w + mu ≠ 0) (h1 : w + mu - U ≠ 0)
    (h2 : w + mu - (1 - (occDown p : ℂ)) * U ≠ 0) :
    ansatzGreen U mu (occDown p) A B (atomSecondOrder U a m w) w = atomGreen U mu p w := by
  rw [atomGreen_eq U mu p hp, atomSecondOrder_eq]
  generalize occDown p = n at *
  have hA' : (A : ℂ) * ((m : ℂ) * (1 - m)) = (n : ℂ) * (1 - n) := by exact_mod_cast hA
  have hB' : (B : ℂ) * ((U : ℂ) ^ 2 * ((m : ℂ) * (1 - m))) = (1 - (n : ℂ)) * U - mu + a := by
    exact_mod_cast hB
  -- numerator and denominator of the interpolation share the factor 1 / (w + a)
  have e1 : (A : ℂ) * ((U : ℂ) ^ 2 * ((m : ℂ) * (1 - m)) / (w + a)) =
      ((U : ℂ) ^ 2 * n * (1 - n)) / (w + a) := by
    rw [← mul_div_assoc]
    congr 1
    linear_combination (U : ℂ) ^ 2 * hA'
  have e2 : 1 - (B : ℂ) * ((U : ℂ) ^ 2 * ((m : ℂ) * (1 - m)) / (w + a)) =
      (w + mu - (1 - (n : ℂ)) * U) / (w + a) := by
    rw [eq_div_iff hwa, sub_mul, mul_assoc, div_mul_cancel₀ _ hwa]
    linear_combination -hB'
  -- what remains is the Dyson equation of the atom
  have key : ∀ x u v : ℂ, x ≠ 0 → x - u ≠ 0 → x - (1 - v) * u ≠ 0 →
      1 / (x - (u * v + u ^ 2 * v * (1 - v) / (x - (1 - v) * u))) =
        (1 - v) / x + v / (x - u) := by
    intro x u v hx hxu hd
    have e : x - (u * v + u ^ 2 * v * (1 - v) / (x - (1 - v) * u)) =
        x * (x - u) / (x - (1 - v) * u) := by
      rw [eq_div_iff hd, sub_mul, add_mul, div_mul_cancel₀ _ hd]
      ring
    rw [e, one_div_div, div_add_div _ _ hx hxu]
    congr 1
    ring
  unfold ansatzGreen
  rw [e1, e2, div_div_div_cancel_right₀ hwa]
  exact key _ _ _ h0 h1 h2
```

**Q:** So these coefficients work. Perhaps others do too, and the atom singles out nothing.

**A:** For given \(a\) and \(m\), and for \(0<n<1\), it singles out exactly one real pair, and one non-real frequency is enough to find it. Take \(U\neq0\) and \(0<m<1\). Then
\[
\operatorname{Im}S=-\frac{U^2m(1-m)\operatorname{Im}w}{|w+a|^2}\neq0 .
\]
The Lean proof reaches this from the product \(S\,(w+a)=U^2m(1-m)\), which is real and positive. If \(S\) were real, the imaginary part of the product would force \(S=0\), and the product would vanish.

```lean
/-- For `U ≠ 0` and `0 < m < 1`, the second-order self-energy of the atom is non-real at every
non-real frequency. -/
theorem atomSecondOrder_im_ne_zero (U a m : ℝ) (hU : U ≠ 0) (hm0 : 0 < m) (hm1 : m < 1)
    (w : ℂ) (hw : w.im ≠ 0) : (atomSecondOrder U a m w).im ≠ 0 := by
  have hwa : w + a ≠ 0 := fun h => hw (by simpa using congrArg Complex.im h)
  have e : atomSecondOrder U a m w * (w + a) = ((U ^ 2 * (m * (1 - m)) : ℝ) : ℂ) := by
    rw [atomSecondOrder_eq, div_mul_cancel₀ _ hwa]
    push_cast
    ring
  intro h
  have hi := congrArg Complex.im e
  have hr := congrArg Complex.re e
  simp only [Complex.mul_im, Complex.mul_re, Complex.add_im, Complex.add_re,
    Complex.ofReal_im, Complex.ofReal_re, h, zero_mul, add_zero, sub_zero] at hi hr
  have hre := (mul_eq_zero.mp hi).resolve_right hw
  rw [hre, zero_mul] at hr
  have hpos : 0 < U ^ 2 * (m * (1 - m)) :=
    mul_pos (by positivity) (mul_pos hm0 (by linarith))
  linarith
```

**Q:** One complex equation for two real unknowns: the count is right, but counting is no proof.

**A:** Let \(A_0,B_0\) be real with \(A_0\neq0\), and suppose that \(A,B\) give the same value of the quotient. The denominators are nonzero: if \(1-bS=0\) for a real \(b\), the imaginary part gives \(b=0\), and then \(1=0\). Cross-multiplying and dividing by \(S\) gives
\[
A-A_0=(AB_0-A_0B)\,S .
\]
The left side is real and \(S\) is not, so \(AB_0-A_0B=0\). Hence \(A=A_0\), and then \(A_0(B_0-B)=0\) gives \(B=B_0\). The equation is `k` in the proof, and `i` is its imaginary part.

Real coefficients matter here. With complex ones and \(B_0\neq0\), the different pair \(B=0\), \(A=A_0/(1-B_0S)\) would give the same value at that frequency.

```lean
/-- For non-real `S` and real coefficients with `A₀ ≠ 0`, the value of `A₀ S / (1 - B₀ S)`
determines both coefficients. -/
theorem coefficients_unique (A B A₀ B₀ : ℝ) (S : ℂ) (hS : S.im ≠ 0) (hA₀ : A₀ ≠ 0)
    (h : (A : ℂ) * S / (1 - B * S) = A₀ * S / (1 - B₀ * S)) : A = A₀ ∧ B = B₀ := by
  have hS0 : S ≠ 0 := fun h0 => hS (by simp [h0])
  have hd : ∀ b : ℝ, 1 - (b : ℂ) * S ≠ 0 := by
    intro b hb
    have hi : b = 0 := by
      have := congrArg Complex.im hb
      simpa [hS] using this
    simp [hi] at hb
  rw [div_eq_div_iff (hd B) (hd B₀)] at h
  have k : (A : ℂ) - A₀ = ((A * B₀ - A₀ * B : ℝ) : ℂ) * S := by
    apply mul_left_cancel₀ hS0
    push_cast
    linear_combination h
  -- the imaginary part gives one real equation, the real part the other
  have i := congrArg Complex.im k
  simp only [Complex.sub_im, Complex.ofReal_im, Complex.mul_im, Complex.ofReal_re,
    zero_mul, add_zero, sub_zero] at i
  have hr : A * B₀ - A₀ * B = 0 := (mul_eq_zero.mp i.symm).resolve_right hS
  rw [hr, Complex.ofReal_zero, zero_mul] at k
  have hAA : A = A₀ := by exact_mod_cast sub_eq_zero.mp k
  refine ⟨hAA, mul_left_cancel₀ hA₀ ?_⟩
  rw [hAA] at hr
  linarith
```

**Q:** Then state the final theorem in words.

**A:** Let the weights be normalised, \(U\neq0\), \(0<m<1\), \(0<n<1\), and let \(w\) be any non-real frequency. For real \(A\) and \(B\), the ansatz equals the exact atomic Green function at \(w\) if and only if
\[
A=\frac{n(1-n)}{m(1-m)},\qquad B=\frac{(1-n)U-\mu+a}{U^2m(1-m)} .
\]
These formulas do not contain \(w\), so agreement at one non-real frequency implies agreement at all of them.

The proof first applies `ansatz_exact` to these coefficients; off the real axis all four denominators are nonzero. That settles one direction. For the other, two equal Green functions have equal inverses, subtracting \(w+\mu\) and \(Un\) leaves equal quotients, and `coefficients_unique` finishes. Should a trial pair make \(w+\mu-\Sigma\) vanish, Lean sets the ansatz to 0, which still differs from the exact value because that is nonzero here.

```lean
/-- Let the configuration weights be normalised, with spin-down occupation `n` strictly between 0
and 1, and let `U ≠ 0` and `0 < m < 1`. At any non-real frequency, the ansatz with real `A`, `B` is
exact for the atom if and only if `A` and `B` are the Kajueter–Kotliar coefficients. -/
theorem kajueter_kotliar_iff (U mu a m A B : ℝ) (p : Bool × Bool → ℝ) (hp : ∑ s, p s = 1)
    (hU : U ≠ 0) (hm0 : 0 < m) (hm1 : m < 1) (hn0 : 0 < occDown p) (hn1 : occDown p < 1)
    (w : ℂ) (hw : w.im ≠ 0) :
    ansatzGreen U mu (occDown p) A B (atomSecondOrder U a m w) w = atomGreen U mu p w ↔
      A = occDown p * (1 - occDown p) / (m * (1 - m)) ∧
      B = ((1 - occDown p) * U - mu + a) / (U ^ 2 * (m * (1 - m))) := by
  have hM : m * (1 - m) ≠ 0 := (mul_pos hm0 (by linarith)).ne'
  have hV : U ^ 2 * (m * (1 - m)) ≠ 0 := mul_ne_zero (pow_ne_zero 2 hU) hM
  have hN : occDown p * (1 - occDown p) ≠ 0 := (mul_pos hn0 (by linarith)).ne'
  -- off the real axis no denominator vanishes
  have ex := ansatz_exact U mu a m _ _ p hp (div_mul_cancel₀ _ hM) (div_mul_cancel₀ _ hV) w
    (fun h => hw (by simpa using congrArg Complex.im h))
    (fun h => hw (by simpa using congrArg Complex.im h))
    (fun h => hw (by simpa using congrArg Complex.im h))
    (fun h => hw (by simpa using congrArg Complex.im h))
  constructor
  · intro h
    have e := h.trans ex.symm
    unfold ansatzGreen at e
    rw [one_div, one_div, inv_inj, sub_right_inj, add_right_inj] at e
    exact coefficients_unique _ _ _ _ _
      (atomSecondOrder_im_ne_zero U a m hU hm0 hm1 w hw) (div_ne_zero hN hM) e
  · rintro ⟨hA, hB⟩
    rw [hA, hB]
    exact ex

end

end KajueterKotliarAtom
```

```lean
#print axioms KajueterKotliarAtom.kajueter_kotliar_iff
```

```
'KajueterKotliarAtom.kajueter_kotliar_iff' depends on axioms: [propext, Classical.choice, Quot.sound]
```

**Q:** Why exclude \(n=0\) and \(n=1\)?

**A:** There \(A=0\) already gives the exact result, whatever \(B\) is, so \(B\) would not be determined.

**Q:** How much of the Kajueter–Kotliar scheme does this establish?

**A:** Its atomic limit. The scheme is used as an approximate impurity solver in dynamical mean-field theory, and the theorem shows that it reproduces both atomic excitations, at \(-\mu\) and \(U-\mu\), when the impurity has no bath and \(0<m<1\). If the Weiss level is empty or full, \(S\) vanishes and the ansatz keeps only the Hartree term \(Un\). It gives no error bound once a bath is attached, and it does not say how \(a\) should be chosen.

**Q:** Where would I meet this step in a calculation?

**A:** Inside the self-consistency loop. From the current Weiss field one computes \(m\) and \(S\) on the frequency grid, forms \(A\) and \(B\) with the current \(n\), and assembles \(\Sigma\). For the atom, take \(U=4\), \(\mu=-1\), \(n=1/4\), \(a=0\) and \(m=1/2\). Then \(S=4/w\), \(A=3/4\) and \(B=1\), so
\[
\Sigma=1+\frac{3/w}{1-4/w}=1+\frac{3}{w-4}.
\]
The exact atomic self-energy, \(Un+U^2n(1-n)/(w+\mu-(1-n)U)\), has the same value.

**Q:** Is the atom special, then?

**A:** Less than it looks. The same cancellation handles any pair of one-pole functions. If \(S=V/(w+a)\) with \(V\neq0\), the choice \(A=W/V\), \(B=(a-b)/V\) gives
\[
\frac{AS}{1-BS}=\frac{W}{w+b}
\]
wherever \(w+a\) and \(w+b\) are nonzero. The atom is the case \(V=U^2m(1-m)\), \(W=U^2n(1-n)\), \(b=\mu-(1-n)U\).
